# Second-order Stark shifts of a planar rotor and the splitting of its m = ±1 pair

To compute the second-order Stark shifts of the $m=\pm1$ level of a planar rotor, one first chooses the zeroth-order states, because the field couples $e^{i\varphi}$ to $e^{-i\varphi}$ through $m=0$. The right choice is $\cos\varphi$ and $\sin\varphi$. Consider a single rigid rotor with a permanent dipole and no polarisability, in a static field, with dipole and field both in the plane of rotation. Let $w$ be the dipole moment times the field strength and $B$ the rotational constant, so that the free levels are $Bm^2$. Perturbation theory through second order then splits the pair by $w^2/(2B)$.

In Lean 4 with Mathlib:

```lean
import Mathlib

open Real

namespace PlanarRotorStark

noncomputable section
```

## The rotor and its perturbation equations

Let $\varphi$ be the angle between dipole and field, $B>0$ the rotational constant, and $w$ the dipole moment times the field strength. The Hamiltonian is $H_0-w\cos\varphi$ with $H_0=-B\,d^2/d\varphi^2$.

```lean
/-- The free planar rotor Hamiltonian `-B d²/dφ²`. -/
def rotorH (B : ℝ) (f : ℝ → ℝ) (φ : ℝ) : ℝ := -B * deriv (deriv f) φ
```

Admissible functions are real, twice continuously differentiable and $2\pi$-periodic.

```lean
/-- A twice continuously differentiable function on the circle. -/
def IsWave (f : ℝ → ℝ) : Prop := ContDiff ℝ 2 f ∧ Function.Periodic f (2 * π)
```

Insert $\psi_0+w\psi_1+w^2\psi_2$ and the energy $E_0+cw^2$ into the Schrödinger equation, and collect powers of $w$:

$$(H_0-E_0)\psi_1=\cos\varphi\,\psi_0,\qquad (H_0-E_0)\psi_2=\cos\varphi\,\psi_1+c\,\psi_0 .$$

`SecondOrder B E₀ ψ₀ c` says that admissible $\psi_1,\psi_2$ solve both equations. The absence of a linear energy term is built in. This is justified for the levels treated below: $\cos\varphi$ changes $m$ by $\pm1$, so it has no matrix elements within the $m=0$ level or within the $m=\pm1$ level. The definition concerns these two equations, not the exact eigenvalues at finite $w$.

```lean
/-- The equations of orders `w` and `w²` for the Hamiltonian `H₀ - w cos φ`, with energy
`E₀ + c w²` through second order, have periodic solutions `ψ₁` and `ψ₂`. -/
def SecondOrder (B E₀ : ℝ) (ψ₀ : ℝ → ℝ) (c : ℝ) : Prop :=
  ∃ ψ₁ ψ₂ : ℝ → ℝ, IsWave ψ₁ ∧ IsWave ψ₂ ∧
    (∀ φ, rotorH B ψ₁ φ - E₀ * ψ₁ φ = cos φ * ψ₀ φ) ∧
    (∀ φ, rotorH B ψ₂ φ - E₀ * ψ₂ φ = cos φ * ψ₁ φ + c * ψ₀ φ)
```

## Harmonics as trial solutions

All explicit solutions have the form $r+p\cos n\varphi+q\sin n\varphi$, which is smooth and periodic.

```lean
/-- A constant plus a harmonic of order `n`. -/
def wave (n : ℕ) (r p q φ : ℝ) : ℝ := r + p * cos (n * φ) + q * sin (n * φ)

/-- A constant plus a harmonic is a smooth enough function on the circle. -/
theorem isWave_wave (n : ℕ) (r p q : ℝ) : IsWave (wave n r p q) := by
  constructor
  · change ContDiff ℝ 2 (fun φ : ℝ => r + p * cos (n * φ) + q * sin (n * φ))
    fun_prop
  · intro x
    simp only [wave, mul_add, Real.cos_add_nat_mul_two_pi, Real.sin_add_nat_mul_two_pi]
```

Differentiating gives a function of the same form, with $(r,p,q)$ replaced by $(0,nq,-np)$. Doing so twice shows that $H_0$ removes the constant and multiplies the harmonic by $Bn^2$.

```lean
/-- The rotor Hamiltonian removes the constant and multiplies the harmonic by `B n²`. -/
theorem rotorH_wave (B : ℝ) (n : ℕ) (r p q φ : ℝ) :
    rotorH B (wave n r p q) φ = B * (n : ℝ) ^ 2 * (p * cos (n * φ) + q * sin (n * φ)) := by
  have d : ∀ r p q : ℝ, deriv (wave n r p q) = wave n 0 (n * q) (-(n * p)) := by
    intro r p q
    funext x
    have hx : HasDerivAt (fun y : ℝ => (n : ℝ) * y) (n : ℝ) x := by
      simpa using (hasDerivAt_id' x).const_mul (n : ℝ)
    have h := ((hx.cos.const_mul p).const_add r).fun_add (hx.sin.const_mul q)
    have h2 : HasDerivAt (wave n r p q) (wave n 0 (n * q) (-(n * p)) x) x :=
      h.congr_deriv (by simp only [wave]; ring)
    exact h2.deriv
  rw [rotorH, d, d]
  simp only [wave]
  ring
```

## Eliminating the unknown corrections

The integration by parts below uses that $f$ and $f'$ are differentiable and that $H_0f$ is continuous, which follows from admissibility.

```lean
/-- An admissible function and its slope are differentiable, and the rotor Hamiltonian
maps it to a continuous function. -/
theorem IsWave.regular {f : ℝ → ℝ} (hf : IsWave f) :
    Differentiable ℝ f ∧ Differentiable ℝ (deriv f) ∧ ∀ B, Continuous (rotorH B f) := by
  have h : ContDiff ℝ (1 + 1) f := by
    rw [one_add_one_eq_two]
    exact hf.1
  have h1 := contDiff_succ_iff_deriv.1 h
  have h2 := contDiff_one_iff_deriv.1 h1.2.2
  exact ⟨h1.1, h2.1, fun B => continuous_const.mul h2.2⟩
```

For admissible $f,g$,

$$(H_0f)g-f(H_0g)=\frac{d}{d\varphi}\bigl[-B(f'g-fg')\bigr].$$

The bracket is periodic, so the integral over the circle vanishes. In the proof, `per` supplies the periodicity of $f$ and $f'$, and `key` is the displayed derivative.

```lean
/-- The rotor Hamiltonian is symmetric on the circle. -/
theorem rotorH_symmetric (B : ℝ) {f g : ℝ → ℝ} (hf : IsWave f) (hg : IsWave g) :
    ∫ φ in (0 : ℝ)..(2 * π), (rotorH B f φ * g φ - f φ * rotorH B g φ) = 0 := by
  obtain ⟨df, df', cf⟩ := hf.regular
  obtain ⟨dg, dg', cg⟩ := hg.regular
  have per : ∀ u : ℝ → ℝ, IsWave u →
      u (2 * π) = u 0 ∧ deriv u (2 * π) = deriv u 0 := by
    intro u hu
    have h0 := hu.2 0
    have e : (fun x => u (x + 2 * π)) = u := funext hu.2
    have h1 := deriv_comp_add_const u (2 * π) 0
    rw [e, zero_add] at h1
    rw [zero_add] at h0
    exact ⟨h0, h1.symm⟩
  -- the integrand is the derivative of a Wronskian, which is periodic
  have key : ∀ x, HasDerivAt (fun y => -B * (deriv f y * g y - f y * deriv g y))
      (rotorH B f x * g x - f x * rotorH B g x) x := by
    intro x
    have h := (((df' x).hasDerivAt.fun_mul (dg x).hasDerivAt).fun_sub
      ((df x).hasDerivAt.fun_mul (dg' x).hasDerivAt)).const_mul (-B)
    exact h.congr_deriv (by simp only [rotorH]; ring)
  rw [intervalIntegral.integral_eq_sub_of_hasDerivAt (fun x _ => key x)
    ((((cf B).mul dg.continuous).sub (df.continuous.mul (cg B))).intervalIntegrable _ _)]
  simp only [(per f hf).1, (per f hf).2, (per g hg).1, (per g hg).2, sub_self]
```

Now let $(H_0-E_0)g=0$ and $(H_0-E_0)\chi=\cos\varphi\,g$. Symmetry applied to $(\psi_2,g)$ and to $(\psi_1,\chi)$ gives

$$\int_0^{2\pi}(\cos\varphi\,\psi_1+c\,\psi_0)\,g\,d\varphi=0,\qquad \int_0^{2\pi}(\cos\varphi\,\psi_0\,\chi-\psi_1\cos\varphi\,g)\,d\varphi=0 .$$

Adding them cancels $\psi_1$:

$$\int_0^{2\pi}(\cos\varphi\,\chi+c\,g)\,\psi_0\,d\varphi=0 .$$

The final `linear_combination` performs this cancellation pointwise.

```lean
/-- If `χ` is a first-order response of an unperturbed eigenfunction `g` of energy `E`, solvability
through second order forces `(cos φ) χ + c g` to be orthogonal to `ψ₀`. -/
theorem second_order_projection {B E c : ℝ} {g χ ψ₀ : ℝ → ℝ} (kg : IsWave g) (kχ : IsWave χ)
    (hg : ∀ φ, rotorH B g φ - E * g φ = 0)
    (hχ : ∀ φ, rotorH B χ φ - E * χ φ = cos φ * g φ) (h : SecondOrder B E ψ₀ c) :
    ∫ φ in (0 : ℝ)..(2 * π), (cos φ * χ φ + c * g φ) * ψ₀ φ = 0 := by
  obtain ⟨ψ₁, ψ₂, k1, k2, h1, h2⟩ := h
  have I : ∀ u v : ℝ → ℝ, IsWave u → IsWave v → IntervalIntegrable
      (fun φ => rotorH B u φ * v φ - u φ * rotorH B v φ) MeasureTheory.volume 0 (2 * π) :=
    fun u v hu hv => (((hu.regular.2.2 B).mul hv.regular.1.continuous).sub
      (hu.regular.1.continuous.mul (hv.regular.2.2 B))).intervalIntegrable _ _
  have i := intervalIntegral.integral_add (I ψ₂ g k2 kg) (I ψ₁ χ k1 kχ)
  rw [rotorH_symmetric B k2 kg, rotorH_symmetric B k1 kχ, add_zero] at i
  refine Eq.trans (intervalIntegral.integral_congr fun φ _ => ?_) i
  linear_combination (-g φ) * h2 φ + ψ₂ φ * hg φ - χ φ * h1 φ + ψ₁ φ * hχ φ
```

The remaining integrals need only the circle averages $\langle\cos^4\varphi\rangle=3/8$, $\langle\cos^2\varphi\rangle=1/2$ and $\langle\sin\varphi\cos^3\varphi\rangle=\langle\sin\varphi\cos\varphi\rangle=0$, checked through an explicit antiderivative.

```lean
/-- The integral over the circle of a trigonometric polynomial of the type met below. -/
theorem trig_average (p q r s t : ℝ) :
    ∫ φ in (0 : ℝ)..(2 * π), (p * cos φ ^ 4 + q * cos φ ^ 2 + r + s * (sin φ * cos φ ^ 3)
      + t * (sin φ * cos φ)) = 2 * π * (3 * p / 8 + q / 2 + r) := by
  have key : ∀ x : ℝ, HasDerivAt (fun y : ℝ => p / 4 * (sin y * (cos y * (cos y * cos y)))
      + (3 * p / 8 + q / 2) * (sin y * cos y) + (3 * p / 8 + q / 2 + r) * y
      - s / 4 * ((cos y * cos y) * (cos y * cos y)) - t / 2 * (cos y * cos y))
      (p * cos x ^ 4 + q * cos x ^ 2 + r + s * (sin x * cos x ^ 3)
        + t * (sin x * cos x)) x := by
    intro x
    have hs := Real.hasDerivAt_sin x
    have hc := Real.hasDerivAt_cos x
    have h2 := hc.fun_mul hc
    have h := (((((hs.fun_mul (hc.fun_mul h2)).const_mul (p / 4)).fun_add
      ((hs.fun_mul hc).const_mul (3 * p / 8 + q / 2))).fun_add
      ((hasDerivAt_id' x).const_mul (3 * p / 8 + q / 2 + r))).fun_sub
      ((h2.fun_mul h2).const_mul (s / 4))).fun_sub (h2.const_mul (t / 2))
    exact h.congr_deriv (by
      linear_combination (-(3 * p / 4) * cos x ^ 2 - (3 * p / 8 + q / 2))
        * Real.sin_sq_add_cos_sq x)
  rw [intervalIntegral.integral_eq_sub_of_hasDerivAt (fun x _ => key x)
    (Continuous.intervalIntegrable (by fun_prop) _ _)]
  simp only [Real.sin_two_pi, Real.cos_two_pi, Real.sin_zero, Real.cos_zero]
  ring
```

## The constant state

Take $g=\psi_0=1$ and $E_0=0$. Then $\chi=\cos\varphi/B$, and the condition reads $2\pi\,(1/(2B)+c)=0$, so $c=-1/(2B)$.

Conversely, for this $c$ the second right-hand side is $\cos^2\varphi/B-1/(2B)=\cos2\varphi/(2B)$. The equations are solved by $\psi_1=\cos\varphi/B$ and $\psi_2=\cos2\varphi/(8B^2)$.

```lean
/-- For the constant state the equations are solvable exactly when `c = -1/(2B)`. -/
theorem ground_coefficient {B : ℝ} (hB : 0 < B) (c : ℝ) :
    SecondOrder B 0 (fun _ => 1) c ↔ c = -1 / (2 * B) := by
  have hu : B * B⁻¹ = 1 := mul_inv_cancel₀ hB.ne'
  have hπ : 2 * π ≠ 0 := by positivity
  constructor
  · intro h
    have e := second_order_projection (isWave_wave 0 1 0 0) (isWave_wave 1 0 B⁻¹ 0)
      (fun φ => by simp only [rotorH_wave, wave, Nat.cast_zero]; ring)
      (fun φ => by
        simp only [rotorH_wave, wave, Nat.cast_zero, Nat.cast_one, one_mul, zero_mul,
          Real.cos_zero, Real.sin_zero]
        linear_combination cos φ * hu) h
    have e' := (trig_average 0 B⁻¹ c 0 0).symm.trans
      ((intervalIntegral.integral_congr fun φ _ => by
        simp only [wave, Nat.cast_zero, Nat.cast_one, one_mul, zero_mul,
          Real.cos_zero, Real.sin_zero]
        ring).trans e)
    have e2 := (mul_eq_zero.1 e').resolve_left hπ
    linear_combination e2
  · rintro rfl
    refine ⟨wave 1 0 B⁻¹ 0, wave 2 0 (B⁻¹ ^ 2 / 8) 0, isWave_wave _ _ _ _,
      isWave_wave _ _ _ _, fun φ => ?_, fun φ => ?_⟩
    · simp only [rotorH_wave, wave, Nat.cast_one, one_mul]
      linear_combination cos φ * hu
    · simp only [rotorH_wave, wave, Nat.cast_one, Nat.cast_ofNat, one_mul, Real.cos_two_mul]
      linear_combination (B⁻¹ / 2 * (2 * cos φ ^ 2 - 1)) * hu
```

## The m = ±1 level

Let $E_0=B$ and $\psi_0=a\cos\varphi+b\sin\varphi$, with $a,b$ real. The responses are

$$\chi_{\cos}=-\frac1{2B}+\frac{\cos2\varphi}{6B},\qquad \chi_{\sin}=\frac{\sin2\varphi}{6B}.$$

Projecting with $g=\cos\varphi$ and then $g=\sin\varphi$ gives

$$\pi a\Bigl(c-\frac5{12B}\Bigr)=0,\qquad \pi b\Bigl(c+\frac1{12B}\Bigr)=0 .$$

If $a$ and $b$ are both nonzero, no $c$ satisfies both conditions: the field selects the cosine and the sine.

Conversely, take $\psi_1=a\chi_{\cos}+b\chi_{\sin}$. Then

$$\cos\varphi\,\psi_1=-\frac{5a}{12B}\cos\varphi+\frac{b}{12B}\sin\varphi+\frac{a\cos3\varphi+b\sin3\varphi}{12B}.$$

The two conditions make $c\,\psi_0$ cancel the first harmonics. Since $H_0-B$ multiplies third harmonics by $8B$, $\psi_2=(a\cos3\varphi+b\sin3\varphi)/(96B^2)$ completes the solution.

```lean
/-- For `a cos φ + b sin φ` in the level of energy `B`, the equations are solvable exactly when `a ≠
0` implies `c = 5/(12B)` and `b ≠ 0` implies `c = -1/(12B)`. -/
theorem pair_coefficient {B : ℝ} (hB : 0 < B) (a b c : ℝ) :
    SecondOrder B B (fun φ => a * cos φ + b * sin φ) c ↔
      a * (c - 5 / (12 * B)) = 0 ∧ b * (c + 1 / (12 * B)) = 0 := by
  have hu : B * B⁻¹ = 1 := mul_inv_cancel₀ hB.ne'
  have hπ : 2 * π ≠ 0 := by positivity
  constructor
  · intro h
    constructor
    · -- project on the cosine
      have e := second_order_projection (isWave_wave 1 0 1 0)
        (isWave_wave 2 (-B⁻¹ / 2) (B⁻¹ / 6) 0)
        (fun φ => by simp only [rotorH_wave, wave, Nat.cast_one]; ring)
        (fun φ => by
          simp only [rotorH_wave, wave, Nat.cast_one, Nat.cast_ofNat, one_mul, Real.cos_two_mul]
          linear_combination cos φ ^ 2 * hu) h
      have e' := (trig_average (a * B⁻¹ / 3) (-2 * a * B⁻¹ / 3 + a * c) 0 (b * B⁻¹ / 3)
        (-2 * b * B⁻¹ / 3 + b * c)).symm.trans
        ((intervalIntegral.integral_congr fun φ _ => by
          simp only [wave, Nat.cast_one, Nat.cast_ofNat, one_mul, Real.cos_two_mul]
          ring).trans e)
      have e2 := (mul_eq_zero.1 e').resolve_left hπ
      linear_combination 2 * e2
    · -- project on the sine
      have e := second_order_projection (isWave_wave 1 0 0 1) (isWave_wave 2 0 0 (B⁻¹ / 6))
        (fun φ => by simp only [rotorH_wave, wave, Nat.cast_one]; ring)
        (fun φ => by
          simp only [rotorH_wave, wave, Nat.cast_one, Nat.cast_ofNat, one_mul, Real.sin_two_mul]
          linear_combination (sin φ * cos φ) * hu) h
      have e' := (trig_average (-b * B⁻¹ / 3) (b * B⁻¹ / 3 - b * c) (b * c) (a * B⁻¹ / 3)
        (a * c)).symm.trans
        ((intervalIntegral.integral_congr fun φ _ => by
          simp only [wave, Nat.cast_one, Nat.cast_ofNat, one_mul, Real.sin_two_mul]
          linear_combination (-(b * (B⁻¹ * cos φ ^ 2 / 3 + c)))
            * Real.sin_sq_add_cos_sq φ).trans e)
      have e2 := (mul_eq_zero.1 e').resolve_left hπ
      linear_combination 2 * e2
  · rintro ⟨h1, h2⟩
    refine ⟨wave 2 (-(a * B⁻¹) / 2) (a * B⁻¹ / 6) (b * B⁻¹ / 6),
      wave 3 0 (a * B⁻¹ ^ 2 / 96) (b * B⁻¹ ^ 2 / 96), isWave_wave _ _ _ _,
      isWave_wave _ _ _ _, fun φ => ?_, fun φ => ?_⟩
    · simp only [rotorH_wave, wave, Nat.cast_ofNat, Real.cos_two_mul, Real.sin_two_mul]
      linear_combination (cos φ * (a * cos φ + b * sin φ)) * hu
    · simp only [rotorH_wave, wave, Nat.cast_ofNat, Real.cos_two_mul, Real.sin_two_mul,
        Real.cos_three_mul, Real.sin_three_mul]
      linear_combination (B⁻¹ / 12 * (a * (4 * cos φ ^ 3 - 3 * cos φ)
        + b * (3 * sin φ - 4 * sin φ ^ 3))) * hu - cos φ * h1 - sin φ * h2
        - (b * B⁻¹ * sin φ / 3) * Real.sin_sq_add_cos_sq φ
```

Setting $(a,b)=(0,1)$ and $(1,0)$ isolates the two states. For every real $c$, the equations are solvable exactly when $c$ has the listed value. The states are unnormalised; the normalised ones are $1/\sqrt{2\pi}$, $\sin\varphi/\sqrt\pi$ and $\cos\varphi/\sqrt\pi$, with the same $c$, because the equations are linear.

```lean
/-- The second-order energy coefficients of the constant, sine and cosine states of a planar
rotor in a static field are `-1/(2B)`, `-1/(12B)` and `5/(12B)`. -/
theorem stark_coefficients {B : ℝ} (hB : 0 < B) (c : ℝ) :
    (SecondOrder B 0 (fun _ => 1) c ↔ c = -1 / (2 * B)) ∧
    (SecondOrder B B sin c ↔ c = -1 / (12 * B)) ∧
    (SecondOrder B B cos c ↔ c = 5 / (12 * B)) := by
  have hs := pair_coefficient hB 0 1 c
  have hc := pair_coefficient hB 1 0 c
  have es : (fun φ : ℝ => 0 * cos φ + 1 * sin φ) = sin := by funext φ; ring
  have ec : (fun φ : ℝ => 1 * cos φ + 0 * sin φ) = cos := by funext φ; ring
  rw [es] at hs
  rw [ec] at hc
  refine ⟨ground_coefficient hB c, hs.trans ⟨fun h => ?_, fun h => ?_⟩,
    hc.trans ⟨fun h => ?_, fun h => ?_⟩⟩
  · linear_combination h.2
  · exact ⟨by ring, by linear_combination h⟩
  · linear_combination h.1
  · exact ⟨by linear_combination h, by ring⟩
```

## The splitting

Subtracting the two energies gives

$$\Bigl(\frac5{12B}+\frac1{12B}\Bigr)w^2=\frac{w^2}{2B},$$

with the cosine state on top when $w\neq0$.

For $B=1$ and $w=0.12$, $w^2=0.0144$. The constant state moves to $-0.0072$, the sine state to $1-0.0012=0.9988$ and the cosine state to $1+0.0060=1.0060$. The pair is split by $0.0072$.

In `pair_splitting`, `cCos` and `cSin` are any coefficients for which the equations are solvable; the preceding theorem fixes their values.

```lean
/-- Through second order in the field, the cosine state lies above the sine state by
`w²/(2B)`. -/
theorem pair_splitting {B : ℝ} (hB : 0 < B) (w : ℝ) {cCos cSin : ℝ}
    (hc : SecondOrder B B cos cCos) (hs : SecondOrder B B sin cSin) :
    (B + cCos * w ^ 2) - (B + cSin * w ^ 2) = w ^ 2 / (2 * B) := by
  rw [(stark_coefficients hB cCos).2.2.1 hc, (stark_coefficients hB cSin).2.1.1 hs]
  ring

end

end PlanarRotorStark
```

```lean
#print axioms PlanarRotorStark.pair_splitting
-- 'PlanarRotorStark.pair_splitting' depends on axioms: [propext, Classical.choice, Quot.sound]
```
